# For a Hermitian matrix H and an orthogonal projector P, the variance operator PH²P − (PHP)² is zero exactly when H commutes with P

I diagonalise a Hamiltonian H in a truncated configuration space with projector P, and the discarded configurations still couple to the ones I kept. For a single state, ⟨H²⟩ − ⟨H⟩² tells me whether it is an eigenstate. For the whole space, the natural analogue seems to be

W = P H² P − (PHP)².

I believe that W is never negative and that it vanishes only if H and P commute. Can this be derived in full and checked by machine in Lean?

## The variance is the square of the coupling out of the space

Yes, for Hermitian matrices H and P with P² = P. Let Q = 1 − P and let † denote the adjoint. Inserting 1 = P + Q between the two factors of H gives

P H² P = PHPHP + PHQHP.

Since P² = P, the first term is (PHP)². Also Q† = Q and Q² = 1 − 2P + P² = Q, so

W = PHQHP = (PHQ)(QHP) = (QHP)†(QHP).

Hence ⟨x|Wx⟩ = ‖QHPx‖² ≥ 0 for every vector x. If W = 0, then QHP = 0, which means HP = PHP. The adjoint of this equation is PH = PHP, so HP = PH. Conversely, if HP = PH, then

QHP = QPH = (P − P²)H = 0.

Now take a Ritz vector v, with Pv = v and PHv = Ev. Then QHPv = Hv − PHv = Hv − Ev, and therefore

⟨v|Wv⟩ = ‖Hv − Ev‖².

This is zero exactly when Hv = Ev in the full space. For nonzero v of any length, the normalised expectation value is ‖Hv − Ev‖²/‖v‖², which is the energy variance of the Ritz state. For other states of the space, the expectation value of W need not be the energy variance: if the space is spanned by two eigenstates with different energies, then W = 0, but a superposition of both has a nonzero variance.

If the space is spanned by one normalised state v, then P = |v⟩⟨v| and PAP = ⟨v|A|v⟩P for every matrix A. With A = H² and A = H,

W = (⟨H²⟩ − ⟨H⟩²) P.

For two levels with coupling g and P on the first level, the only entry of W that can be nonzero is |g|², on that level.

### What the matrices stand for

`H` and `P` are complex matrices over a finite index type `n`, which labels an orthonormal basis of all configurations. `modelVariance H P` is W, defined by the difference above, and `coupling H P` is QHP. The hypotheses `hP` and `hPP` make `P` an orthogonal projector; `hH` makes the Hamiltonian Hermitian. The symbol `ᴴ` is the adjoint, and `star v ⬝ᵥ w` is ⟨v|w⟩, conjugate-linear in the first argument. In the two theorems on Ritz vectors, `hv` and `hE` are the conditions Pv = v and PHv = Ev; in `modelVariance_pureState`, `hv` is the normalisation of v.

In a truncated configuration interaction calculation, W measures the coupling to discarded configurations of the chosen finite basis, but not the error of that basis itself. Unbounded Hamiltonians are not covered.

The model space could also be given by a matrix V with k orthonormal columns, so that V†V = 1 and P = VV†. The variance would then be the k × k matrix V†H²V − (V†HV)², without the zero block outside the space, and the condition for it to vanish would read HV = V(V†HV).

```lean
import Mathlib

open Matrix
open scoped ComplexOrder

namespace ModelSpaceVariance

variable {n : Type*} [Fintype n] [DecidableEq n]

/-- The variance operator of a model space with projector `P`: the projected square of the
Hamiltonian minus the square of the projected Hamiltonian, `P H² P - (P H P)²`. -/
def modelVariance (H P : Matrix n n ℂ) : Matrix n n ℂ :=
  P * (H * H) * P - (P * H * P) * (P * H * P)

/-- The block `Q H P`, with `Q = 1 - P`, by which the Hamiltonian leads out of the model space. -/
def coupling (H P : Matrix n n ℂ) : Matrix n n ℂ :=
  (1 - P) * H * P

/-- For a Hermitian Hamiltonian and a Hermitian idempotent `P`, the variance operator is the
coupling block multiplied from the left by its adjoint. -/
theorem modelVariance_eq_coupling {H P : Matrix n n ℂ} (hH : H.IsHermitian)
    (hP : P.IsHermitian) (hPP : P * P = P) :
    modelVariance H P = (coupling H P)ᴴ * coupling H P := by
  have hc : (coupling H P)ᴴ = P * H * (1 - P) := by
    simp only [coupling, Matrix.conjTranspose_mul, Matrix.conjTranspose_sub,
      Matrix.conjTranspose_one, hH.eq, hP.eq, Matrix.mul_assoc]
  -- the complementary projector is idempotent too
  have hQ : (1 - P) * (1 - P) = 1 - P := by
    calc (1 - P) * (1 - P) = 1 - P - P + P * P := by noncomm_ring
      _ = 1 - P := by rw [hPP]; abel
  rw [hc]
  unfold modelVariance coupling
  calc P * (H * H) * P - (P * H * P) * (P * H * P)
      = P * (H * H) * P - P * H * (P * P) * H * P := by noncomm_ring
    _ = P * H * (1 - P) * H * P := by rw [hPP]; noncomm_ring
    _ = P * H * ((1 - P) * (1 - P)) * H * P := by rw [hQ]
    _ = P * H * (1 - P) * ((1 - P) * H * P) := by simp only [Matrix.mul_assoc]

/-- For a Hermitian Hamiltonian and a Hermitian idempotent `P`, the variance operator is
positive semidefinite. -/
theorem modelVariance_posSemidef {H P : Matrix n n ℂ} (hH : H.IsHermitian)
    (hP : P.IsHermitian) (hPP : P * P = P) : (modelVariance H P).PosSemidef := by
  rw [modelVariance_eq_coupling hH hP hPP]
  exact Matrix.posSemidef_conjTranspose_mul_self _

/-- For a Hermitian Hamiltonian and a Hermitian idempotent `P`, the variance operator vanishes
exactly when the Hamiltonian commutes with `P`. -/
theorem modelVariance_eq_zero_iff {H P : Matrix n n ℂ} (hH : H.IsHermitian)
    (hP : P.IsHermitian) (hPP : P * P = P) :
    modelVariance H P = 0 ↔ H * P = P * H := by
  rw [modelVariance_eq_coupling hH hP hPP, Matrix.conjTranspose_mul_self_eq_zero]
  unfold coupling
  constructor
  · intro h
    have h1 : H * P = P * H * P := by
      have h0 : H * P - P * H * P = (1 - P) * H * P := by noncomm_ring
      rw [h] at h0
      exact sub_eq_zero.mp h0
    -- the adjoint relation closes the other off-diagonal block
    have h2 : P * H = P * H * P := by
      have h3 := congrArg Matrix.conjTranspose h1
      simpa only [Matrix.conjTranspose_mul, hH.eq, hP.eq, Matrix.mul_assoc] using h3
    exact h1.trans h2.symm
  · intro h
    calc (1 - P) * H * P = (1 - P) * (H * P) := mul_assoc _ _ _
      _ = (P - P * P) * H := by rw [h]; noncomm_ring
      _ = 0 := by rw [hPP, sub_self, zero_mul]

/-- Let `H` be Hermitian and `P` a Hermitian idempotent. For a vector `v` of the model space with
`P H v = E v`, the quadratic form `⟨v|Wv⟩` of the variance operator `W` is the squared norm of the
residual `H v - E v`. -/
theorem ritz_variance_eq_residual {H P : Matrix n n ℂ} (hH : H.IsHermitian)
    (hP : P.IsHermitian) (hPP : P * P = P) {v : n → ℂ} {E : ℂ}
    (hv : P *ᵥ v = v) (hE : P *ᵥ (H *ᵥ v) = E • v) :
    star v ⬝ᵥ (modelVariance H P *ᵥ v) =
      star (H *ᵥ v - E • v) ⬝ᵥ (H *ᵥ v - E • v) := by
  -- the coupling block maps the Ritz vector to its residual
  have hr : coupling H P *ᵥ v = H *ᵥ v - E • v := by
    unfold coupling
    rw [← Matrix.mulVec_mulVec, hv, ← Matrix.mulVec_mulVec, Matrix.sub_mulVec,
      Matrix.one_mulVec, hE]
  rw [modelVariance_eq_coupling hH hP hPP, ← Matrix.mulVec_mulVec,
    Matrix.dotProduct_mulVec, ← Matrix.star_mulVec, hr]

/-- Let `H` be Hermitian and `P` a Hermitian idempotent. For a vector `v` of the model space with
`P H v = E v`, the quadratic form `⟨v|Wv⟩` of the variance operator `W` is zero exactly when
`H v = E v` holds in the full space. -/
theorem ritz_exact_iff {H P : Matrix n n ℂ} (hH : H.IsHermitian)
    (hP : P.IsHermitian) (hPP : P * P = P) {v : n → ℂ} {E : ℂ}
    (hv : P *ᵥ v = v) (hE : P *ᵥ (H *ᵥ v) = E • v) :
    star v ⬝ᵥ (modelVariance H P *ᵥ v) = 0 ↔ H *ᵥ v = E • v := by
  rw [ritz_variance_eq_residual hH hP hPP hv hE, dotProduct_star_self_eq_zero, sub_eq_zero]

/-- The matrix `|v⟩⟨v|` of a state vector `v`. -/
def pureState (v : n → ℂ) : Matrix n n ℂ := Matrix.vecMulVec v (star v)

omit [DecidableEq n] in
/-- Placing an operator `A` between two factors `|v⟩⟨v|` gives `⟨v|A|v⟩` times `|v⟩⟨v|`. -/
theorem pureState_sandwich (v : n → ℂ) (A : Matrix n n ℂ) :
    pureState v * A * pureState v = (star v ⬝ᵥ (A *ᵥ v)) • pureState v := by
  unfold pureState
  rw [Matrix.mul_assoc, Matrix.mul_vecMulVec, Matrix.vecMulVec_mul_vecMulVec]
  ext i j
  simp only [Matrix.vecMulVec_apply, Matrix.smul_apply, Pi.smul_apply, smul_eq_mul]
  ring

/-- For the model space spanned by one normalised state `v`, the variance operator is the
energy variance `⟨H²⟩ - ⟨H⟩²` times the projector `|v⟩⟨v|`. -/
theorem modelVariance_pureState (H : Matrix n n ℂ) {v : n → ℂ} (hv : star v ⬝ᵥ v = 1) :
    modelVariance H (pureState v) =
      (star v ⬝ᵥ ((H * H) *ᵥ v) - (star v ⬝ᵥ (H *ᵥ v)) ^ 2) • pureState v := by
  -- normalisation makes the projector idempotent
  have hPP : pureState v * pureState v = pureState v := by
    have h := pureState_sandwich v 1
    rwa [mul_one, Matrix.one_mulVec, hv, one_smul] at h
  unfold modelVariance
  rw [pureState_sandwich v (H * H), pureState_sandwich v H, Matrix.smul_mul,
    Matrix.mul_smul, hPP, smul_smul, ← sub_smul, sq]

/-- The Hamiltonian of two levels with energies `a` and `b` and complex coupling `g`. -/
def twoLevel (a b : ℝ) (g : ℂ) : Matrix (Fin 2) (Fin 2) ℂ :=
  !![(a : ℂ), g; star g, (b : ℂ)]

/-- The projector on the first of two levels. -/
def firstLevel : Matrix (Fin 2) (Fin 2) ℂ := !![1, 0; 0, 0]

/-- The two-level Hamiltonian and the projector on the first level are Hermitian, the projector
is idempotent, and the only nonzero entry the variance operator can have is `g` times its
conjugate, on the first level. -/
theorem twoLevel_witness (a b : ℝ) (g : ℂ) :
    (twoLevel a b g).IsHermitian ∧ firstLevel.IsHermitian ∧
      firstLevel * firstLevel = firstLevel ∧
      modelVariance (twoLevel a b g) firstLevel = !![g * star g, 0; 0, 0] := by
  refine ⟨Matrix.IsHermitian.ext fun i j => ?_, Matrix.IsHermitian.ext fun i j => ?_, ?_, ?_⟩
  · fin_cases i <;> fin_cases j <;> simp [twoLevel]
  · fin_cases i <;> fin_cases j <;> simp [firstLevel]
  · simp only [firstLevel, Matrix.mul_fin_two]
    ext i j
    fin_cases i <;> fin_cases j <;> simp
  · simp only [modelVariance, twoLevel, firstLevel, Matrix.mul_fin_two]
    ext i j
    fin_cases i <;> fin_cases j <;> simp

end ModelSpaceVariance
```

```lean
#print axioms ModelSpaceVariance.modelVariance_posSemidef
#print axioms ModelSpaceVariance.modelVariance_eq_zero_iff
#print axioms ModelSpaceVariance.ritz_exact_iff
#print axioms ModelSpaceVariance.modelVariance_pureState
```

```
'ModelSpaceVariance.modelVariance_posSemidef' depends on axioms: [propext, Classical.choice, Quot.sound]
'ModelSpaceVariance.modelVariance_eq_zero_iff' depends on axioms: [propext, Classical.choice, Quot.sound]
'ModelSpaceVariance.ritz_exact_iff' depends on axioms: [propext, Classical.choice, Quot.sound]
'ModelSpaceVariance.modelVariance_pureState' depends on axioms: [propext, Classical.choice, Quot.sound]
```

### From the factorisation to the commutator

`modelVariance_eq_coupling` carries out the factorisation. Its steps `hc` and `hQ` supply the adjoint of QHP and Q² = Q; the `calc` chain then gathers W into PHQHP and splits Q into two factors. `modelVariance_posSemidef` applies Mathlib's result that a matrix of the form A†A is positive semidefinite.

In `modelVariance_eq_zero_iff`, the rewriting first reduces W = 0 to QHP = 0. Then `h1` is HP = PHP, `h2` is its adjoint, and together they give the commutation. The last `calc` is the converse.

`ritz_variance_eq_residual` shows in `hr` that QHP sends v to its residual, then moves one factor of W = (QHP)†(QHP) to the left side of the inner product. `ritz_exact_iff` adds that only the zero vector has zero norm.

`pureState_sandwich` is the identity for PAP. `modelVariance_pureState` uses it three times: with A = 1 to obtain P² = P from normalisation, then with H² and H. `twoLevel_witness` checks the two-level example entry by entry, including the hypotheses on H and P.
